# A common tangent for differentiable, non-convex free energies with superlinear growth

A magnet or a mixture in a given external field settles in the state of lowest free energy, and two phases coexist when two different states tie for the lowest value. To turn this into mathematics one must decide which states count as equilibrium states, and here only global minimisers do. Let $f(x)$ be the free energy density of a uniform state with order parameter $x\in\mathbb R$, and let $p$ be the field conjugate to $x$. The state $x$ is an equilibrium state at field $p$ when

$$f(x)-px\le f(y)-py\qquad\text{for all } y\in\mathbb R .$$

Metastable states, which are only local minima, are thereby excluded. The letter $p$ is a general field: a magnetic field if $x$ is a magnetisation, a chemical potential if $x$ is a density, and minus the pressure if $x$ is the volume per particle and $f$ the free energy per particle.

## The claim and its derivation

Let $f$ be differentiable and not convex, and let $f(x)/|x|\to\infty$ as $|x|\to\infty$. Then there are states $v_1<v_2$ and a line $px+c$ that lies on or below $f$ everywhere, is tangent to $f$ at $v_1$ and at $v_2$, and lies strictly below $f$ at some point between them.

The growth condition says that no finite field can drive the order parameter to infinity. A Landau free energy with a positive quartic leading term satisfies it.

**Every field has an equilibrium state.** Fix $p$. For large $|x|$ we have $f(x)\ge(|p|+1)|x|$, hence $f(x)-px\ge(|p|+1)|x|-|p||x|=|x|$. The continuous function $f(x)-px$ therefore tends to infinity in both directions and attains its minimum.

**Equilibrium states are ordered by the field.** Let $p<q$, with $x$ an equilibrium state at $p$ and $y$ one at $q$. Adding $f(x)-px\le f(y)-py$ and $f(y)-qy\le f(x)-qx$ gives $(q-p)(x-y)\le0$, so $x\le y$.

**Some state is never an equilibrium state.** Suppose that every state were one at some field. Take $0\le a\le1$, put $m=ax+(1-a)y$, and let $p$ be a field at which $m$ is an equilibrium state. Then $f(x)\ge f(m)+p(x-m)$ and $f(y)\ge f(m)+p(y-m)$. Averaging with weights $a$ and $1-a$ cancels the terms in $p$ and leaves $af(x)+(1-a)f(y)\ge f(m)$. So $f$ would be convex, which it is not. Hence there is a state $z$ that is not an equilibrium state at any field.

**Low and high fields put the equilibrium on opposite sides of $z$.** Let $x_0$ be an equilibrium state at zero field, so that $f(x_0)$ is the minimum of $f$. Set $p_1=f(x_0)-f(z-1)-1$, which is at most $-1$, and let $x_1$ be an equilibrium state at $p_1$. If $x_1\ge z$, then

$$f(x_1)\le f(z-1)+p_1(x_1-z+1)\le f(z-1)+p_1=f(x_0)-1,$$

which is below the minimum. So $x_1<z$. In the same way, set $p_2=f(z+1)-f(x_0)+1\ge1$ and let $x_2$ be an equilibrium state at $p_2$. If $x_2\le z$, then $f(x_2)\le f(z+1)+p_2(x_2-z-1)\le f(z+1)-p_2=f(x_0)-1$, again impossible. So $x_2>z$.

**At some field between them both sides are occupied.** Let $A$ be the set of fields in $[p_1,p_2]$ with an equilibrium state in $[x_1,z]$, and $B$ the set of those with one in $[z,x_2]$. For each fixed $y$, the defining inequality describes a closed set of pairs $(p,x)$, because $f$ is continuous. The equilibrium pairs in a closed bounded rectangle thus form a compact set, and its projections $A$ and $B$ are closed. By the ordering, a field strictly between $p_1$ and $p_2$ has its equilibrium states in $[x_1,x_2]$, so it belongs to $A$ or to $B$. Also $p_1\in A$ and $p_2\in B$. An interval is connected, so $A$ and $B$ share a field $p$. It has equilibrium states $v_1\le z\le v_2$, and neither equals $z$, so $v_1<z<v_2$.

**The supporting line is the common tangent.** Both states minimise $f(y)-py$, so they give the same value $c=f(v_1)-pv_1=f(v_2)-pv_2$, and $px+c\le f(x)$ for all $x$. The derivative of $f(y)-py$ vanishes at a minimum, so $f'(v_1)=f'(v_2)=p$. Finally, $f(z)\le pz+c$ would make $z$ an equilibrium state, so the line lies strictly below $f$ at $z$.

## A tilted double well

Take $f(x)=(x^2-1)^2+x$. Then $f(x)-x=(x^2-1)^2\ge0$, with equality exactly at $x=\pm1$. The common tangent is the line $x$, with $p=1$ and $c=0$. The slope is $f'(x)=4x(x^2-1)+1$, which equals $1$ at both contact points. At $x=0$ the free energy is $f(0)=1$ and the line is at $0$. An equal mixture of the two phases also has mean order parameter $0$, and its free energy is $\tfrac12\bigl(f(-1)+f(1)\bigr)=\tfrac12(-1+1)=0$, lower by $1$ than that of the uniform state.

## Equilibrium states in Lean

```lean
import Mathlib

open Filter Set

namespace PhaseCoexistence
```

The definition is the inequality above. The free energy density is a function `f : ℝ → ℝ`, and `IsEquilibrium f p x` takes the field before the state.

```lean
/-- The state `x` is an equilibrium state of the free energy density `f` at the conjugate
field `p`: it minimises `f y - p * y` over all states `y`. -/
def IsEquilibrium (f : ℝ → ℝ) (p x : ℝ) : Prop :=
  ∀ y, f x - p * x ≤ f y - p * y
```

In the existence lemma, `cocompact ℝ` is the filter that expresses $|x|\to\infty$, in both directions at once. The `filter_upwards` step works at large $|x|$ and derives the bound $|x|\le f(x)-px$. The last line applies the theorem that a continuous function tending to infinity in this sense has a minimum.

```lean
/-- A continuous free energy density that grows faster than linearly has an equilibrium
state at every field. -/
theorem exists_equilibrium {f : ℝ → ℝ} (hc : Continuous f)
    (hf : Tendsto (fun x => f x / |x|) (cocompact ℝ) atTop) (p : ℝ) :
    ∃ x, IsEquilibrium f p x := by
  have hn : Tendsto (fun x : ℝ => ‖x‖) (cocompact ℝ) atTop := tendsto_norm_cocompact_atTop
  have hg : Tendsto (fun x => f x - p * x) (cocompact ℝ) atTop := by
    refine tendsto_atTop_mono' _ ?_ hn
    filter_upwards [hf.eventually_ge_atTop (|p| + 1), hn.eventually_gt_atTop 0] with x h1 h2
    rw [Real.norm_eq_abs] at h2 ⊢
    have h3 := (le_div_iff₀ h2).1 h1
    have h4 : p * x ≤ |p| * |x| := by
      rw [← abs_mul]
      exact le_abs_self _
    nlinarith
  have hcont : Continuous (fun x => f x - p * x) := by fun_prop
  exact hcont.exists_forall_le hg
```

For the ordering, `nlinarith` receives the two minimum inequalities and the positive product $(q-p)(x-y)$ that would follow from $y<x$, and finds the contradiction.

```lean
/-- Raising the field never lowers the equilibrium order parameter. -/
theorem equilibrium_mono {f : ℝ → ℝ} {p q x y : ℝ} (hpq : p < q)
    (hx : IsEquilibrium f p x) (hy : IsEquilibrium f q y) : x ≤ y := by
  by_contra h
  have h' : y < x := not_le.1 h
  nlinarith [hx y, hy x, mul_pos (sub_pos.2 hpq) (sub_pos.2 h')]
```

The next lemma is the averaging argument. `ConvexOn ℝ univ f` means convexity on the whole line, and `h1` and `h2` are the two supporting-line inequalities multiplied by their weights.

```lean
/-- If every state is an equilibrium state at some field, the free energy density is convex. -/
theorem convexOn_of_forall_equilibrium {f : ℝ → ℝ}
    (h : ∀ x, ∃ p, IsEquilibrium f p x) : ConvexOn ℝ univ f := by
  refine ⟨convex_univ, fun x _ y _ a b ha hb hab => ?_⟩
  obtain rfl : b = 1 - a := by linarith
  simp only [smul_eq_mul]
  obtain ⟨p, hp⟩ := h (a * x + (1 - a) * y)
  -- average the two supporting-line inequalities
  have h1 := mul_le_mul_of_nonneg_left (hp x) ha
  have h2 := mul_le_mul_of_nonneg_left (hp y) hb
  nlinarith [h1, h2]
```

## Coexistence around a state that no field stabilises

This theorem needs continuity but not differentiability. The two `obtain` blocks for `p1` and `p2` use the explicit fields of the derivation. Those values are not kept afterwards, so `h12` recovers $p_1\le p_2$ from the ordering lemma. `hS` says that the equilibrium pairs form a closed set, and `hP` that the projection of its part in a rectangle is closed. The images under `Prod.fst` are $A$ and $B$. `isPreconnected_closed_iff` then supplies a common field, once the cover and the memberships `m1` and `m2` are given. The closing lines use `hz` to make the inequalities around $z$ strict.

```lean
/-- Let the free energy density be continuous and grow faster than linearly. If the state `z`
is not an equilibrium state at any field, then at some field two equilibrium states coexist,
one on each side of `z`. -/
theorem exists_coexistence {f : ℝ → ℝ} (hc : Continuous f)
    (hf : Tendsto (fun x => f x / |x|) (cocompact ℝ) atTop) {z : ℝ}
    (hz : ∀ p, ¬ IsEquilibrium f p z) :
    ∃ p v₁ v₂, v₁ < z ∧ z < v₂ ∧ IsEquilibrium f p v₁ ∧ IsEquilibrium f p v₂ := by
  obtain ⟨x0, h0⟩ := exists_equilibrium hc hf 0
  have hm : ∀ y, f x0 ≤ f y := fun y => by linarith [h0 y]
  -- a low field puts the equilibrium below `z`, a high field puts it above
  obtain ⟨p1, x1, h1, hx1⟩ : ∃ p x, IsEquilibrium f p x ∧ x < z := by
    obtain ⟨x, hx⟩ := exists_equilibrium hc hf (f x0 - f (z - 1) - 1)
    refine ⟨_, x, hx, ?_⟩
    by_contra h
    have hzx : 0 ≤ x - z := sub_nonneg.2 (not_lt.1 h)
    have hp : 0 ≤ f (z - 1) - f x0 + 1 := by linarith [hm (z - 1)]
    nlinarith [hx (z - 1), hm x, mul_nonneg hp hzx]
  obtain ⟨p2, x2, h2, hx2⟩ : ∃ p x, IsEquilibrium f p x ∧ z < x := by
    obtain ⟨x, hx⟩ := exists_equilibrium hc hf (f (z + 1) - f x0 + 1)
    refine ⟨_, x, hx, ?_⟩
    by_contra h
    have hzx : 0 ≤ z - x := sub_nonneg.2 (not_lt.1 h)
    have hp : 0 ≤ f (z + 1) - f x0 + 1 := by linarith [hm (z + 1)]
    nlinarith [hx (z + 1), hm x, mul_nonneg hp hzx]
  have h12 : p1 ≤ p2 := by
    by_contra h
    linarith [equilibrium_mono (not_le.1 h) h2 h1]
  -- fields with an equilibrium state in a given compact interval form a closed set
  have hS : IsClosed {q : ℝ × ℝ | IsEquilibrium f q.1 q.2} := by
    simp only [IsEquilibrium, Set.ofPred_forall]
    exact isClosed_iInter fun y => isClosed_le (by fun_prop) (by fun_prop)
  have hP : ∀ a b : ℝ, IsClosed (Prod.fst ''
      ((Icc p1 p2 ×ˢ Icc a b) ∩ {q : ℝ × ℝ | IsEquilibrium f q.1 q.2})) := fun a b =>
    (((isCompact_Icc.prod isCompact_Icc).inter_right hS).image continuous_fst).isClosed
  have m1 : p1 ∈ Prod.fst ''
      ((Icc p1 p2 ×ˢ Icc x1 z) ∩ {q : ℝ × ℝ | IsEquilibrium f q.1 q.2}) :=
    ⟨(p1, x1), ⟨⟨⟨le_rfl, h12⟩, ⟨le_rfl, hx1.le⟩⟩, h1⟩, rfl⟩
  have m2 : p2 ∈ Prod.fst ''
      ((Icc p1 p2 ×ˢ Icc z x2) ∩ {q : ℝ × ℝ | IsEquilibrium f q.1 q.2}) :=
    ⟨(p2, x2), ⟨⟨⟨h12, le_rfl⟩, ⟨hx2.le, le_rfl⟩⟩, h2⟩, rfl⟩
  -- the two closed sets are non-empty and cover the interval of fields, so they meet
  obtain ⟨p, -, ⟨⟨q1, v1⟩, ⟨⟨-, hv1⟩, e1⟩, hq1⟩, ⟨⟨q2, v2⟩, ⟨⟨-, hv2⟩, e2⟩, hq2⟩⟩ :=
    isPreconnected_closed_iff.1 (isPreconnected_Icc : IsPreconnected (Icc p1 p2)) _ _
      (hP x1 z) (hP z x2) (by
        intro p hp
        rcases eq_or_lt_of_le hp.1 with e | l1
        · exact Or.inl (e ▸ m1)
        rcases eq_or_lt_of_le hp.2 with e | l2
        · exact Or.inr (e.symm ▸ m2)
        obtain ⟨x, hx⟩ := exists_equilibrium hc hf p
        rcases le_total x z with h | h
        · exact Or.inl ⟨(p, x), ⟨⟨hp, ⟨equilibrium_mono l1 h1 hx, h⟩⟩, hx⟩, rfl⟩
        · exact Or.inr ⟨(p, x), ⟨⟨hp, ⟨h, equilibrium_mono l2 hx h2⟩⟩, hx⟩, rfl⟩)
      ⟨p1, ⟨le_rfl, h12⟩, m1⟩ ⟨p2, ⟨h12, le_rfl⟩, m2⟩
  change q1 = p at hq1
  change q2 = p at hq2
  subst hq1
  subst hq2
  change IsEquilibrium f _ v1 at e1
  change IsEquilibrium f _ v2 at e2
  refine ⟨_, v1, v2, lt_of_le_of_ne hv1.2 ?_, lt_of_le_of_ne hv2.1 ?_, e1, e2⟩
  · intro e
    exact hz _ (e ▸ e1)
  · intro e
    exact hz _ (e.symm ▸ e2)
```

## From supporting line to tangent

`HasDerivAt f p x` states that $f$ has derivative $p$ at $x$. The proof sets the derivative of $f(y)-py$ to zero at the minimum.

```lean
/-- At an equilibrium state where the free energy density is differentiable, its slope equals
the field. -/
theorem IsEquilibrium.hasDerivAt {f : ℝ → ℝ} {p x : ℝ} (h : IsEquilibrium f p x)
    (hf : DifferentiableAt ℝ f x) : HasDerivAt f p x := by
  have hd := hf.hasDerivAt.fun_sub ((hasDerivAt_id' x).const_mul p)
  have hmin : IsLocalMin (fun y => f y - p * y) x := Filter.Eventually.of_forall h
  have e := hmin.hasDerivAt_eq_zero hd
  have e' : deriv f x = p := by linarith
  have h' := hf.hasDerivAt
  rwa [e'] at h'
```

The main theorem encodes the line by its slope `p` and intercept `c`. Its conclusion lists the order of the states, the bound below $f$, contact and equal slope at each of `v₁` and `v₂`, and a point `z` of the open interval `Ioo v₁ v₂` with a strict gap. The proof obtains $z$ from non-convexity, applies the coexistence theorem, and sets $c=f(v_1)-pv_1$.

```lean
/-- **Existence of a common tangent.** A differentiable, non-convex free energy density that
grows faster than linearly has a line below its graph that is tangent to it at two distinct
states and lies strictly below it at some state between them. -/
theorem exists_common_tangent {f : ℝ → ℝ} (hd : Differentiable ℝ f)
    (hn : ¬ ConvexOn ℝ univ f)
    (hf : Tendsto (fun x => f x / |x|) (cocompact ℝ) atTop) :
    ∃ v₁ v₂ p c : ℝ, v₁ < v₂ ∧ (∀ x, p * x + c ≤ f x) ∧
      (f v₁ = p * v₁ + c ∧ HasDerivAt f p v₁) ∧
      (f v₂ = p * v₂ + c ∧ HasDerivAt f p v₂) ∧
      ∃ z ∈ Ioo v₁ v₂, p * z + c < f z := by
  -- non-convexity supplies a state that no field stabilises
  obtain ⟨z, hz⟩ : ∃ z, ∀ p, ¬ IsEquilibrium f p z := by
    by_contra h
    push Not at h
    exact hn (convexOn_of_forall_equilibrium h)
  obtain ⟨p, v1, v2, l1, l2, e1, e2⟩ := exists_coexistence hd.continuous hf hz
  refine ⟨v1, v2, p, f v1 - p * v1, l1.trans l2, fun x => by linarith [e1 x],
    ⟨by ring, e1.hasDerivAt (hd v1)⟩,
    ⟨by linarith [e1 v2, e2 v1], e2.hasDerivAt (hd v2)⟩, z, ⟨l1, l2⟩, ?_⟩
  by_contra h
  exact hz p fun y => by linarith [e1 y, not_lt.1 h]
```

The gap is asserted at one point, not throughout the interval. For $f(x)=x^2(x^2-1)^2$ the zero line touches the graph at $-1$, $0$ and $1$, and the outer two contacts are an admissible choice of $v_1,v_2$. The theorem does not say that the common tangent is unique either.

The order parameter ranges over all of $\mathbb R$, so a density or a volume, which cannot be negative, and a composition confined to $[0,1]$ fall outside the hypotheses as they stand. The physical step left to the reader is that a large sample with mean order parameter between $v_1$ and $v_2$ can split into two bulk regions whose interface costs negligible free energy compared with the bulk, as is usual for short-range forces.

Common tangents to computed energy–volume curves are used in electronic-structure work to estimate transition pressures, but the theorem applies only to a single differentiable function on the whole line with superlinear growth, so such curves need a separate argument.

## The converse, and a function without equilibrium states

If a line meets $f$ at $v_1$ and $v_2$ and lies strictly below it at $z$ between them, the chord of $f$ from $v_1$ to $z$ has slope greater than $p$ and the chord from $z$ to $v_2$ has slope less than $p$. For a convex function the slopes of adjacent chords cannot decrease, and `slope_mono_adjacent` is that fact. Neither differentiability nor growth is assumed.

```lean
/-- Conversely, if a line meets the free energy density at two states and lies strictly below
it at some state between them, the free energy density is not convex. -/
theorem not_convexOn_of_gap {f : ℝ → ℝ} {v₁ v₂ p c z : ℝ}
    (h1 : f v₁ = p * v₁ + c) (h2 : f v₂ = p * v₂ + c)
    (hz : z ∈ Ioo v₁ v₂) (hgap : p * z + c < f z) : ¬ ConvexOn ℝ univ f := by
  intro h
  have hs := h.slope_mono_adjacent (mem_univ v₁) (mem_univ v₂) hz.1 hz.2
  rw [div_le_div_iff₀ (sub_pos.2 hz.1) (sub_pos.2 hz.2), h1, h2] at hs
  nlinarith [mul_pos (sub_pos.2 hgap) (sub_pos.2 (hz.1.trans hz.2))]
```

The last theorem concerns $f(x)=1/(1+x^2)$. It is not convex, because $f(0)=1$ exceeds the average $\tfrac12$ of $f(-1)$ and $f(1)$. At zero field, moving from $v$ to $|v|+1$ lowers $f$, so there is no minimum. At a field $p\ne0$, moving from $v$ to $v+1/p$ lowers $-px$ by $1$, while $f$ rises by less than $1$, since its values lie in $(0,1]$. The proof treats these two cases separately. Differentiability, non-convexity and boundedness together thus fail to guarantee even one equilibrium state. This $f$ has no common tangent from below, since each contact point would be an equilibrium state.

```lean
/-- The function `1 / (1 + x ^ 2)` is differentiable and not convex, yet it has no equilibrium
state at any field. -/
theorem no_equilibrium_without_growth :
    Differentiable ℝ (fun x : ℝ => 1 / (1 + x ^ 2)) ∧
      ¬ ConvexOn ℝ univ (fun x : ℝ => 1 / (1 + x ^ 2)) ∧
      ∀ p v, ¬ IsEquilibrium (fun x : ℝ => 1 / (1 + x ^ 2)) p v := by
  refine ⟨fun x => ?_, fun h => ?_, fun p v h => ?_⟩
  · have hx : 1 + x ^ 2 ≠ 0 := by positivity
    fun_prop (disch := assumption)
  · have h' := h.2 (mem_univ (-1)) (mem_univ 1) (by norm_num : (0 : ℝ) ≤ 1 / 2)
      (by norm_num : (0 : ℝ) ≤ 1 / 2) (by norm_num)
    norm_num at h'
  · by_cases hp : p = 0
    · -- at zero field, moving outwards always lowers the energy
      subst hp
      have h1 : 1 / (1 + v ^ 2) - 0 * v ≤
          1 / (1 + (|v| + 1) ^ 2) - 0 * (|v| + 1) := h _
      have h2 : 1 / (1 + (|v| + 1) ^ 2) < 1 / (1 + v ^ 2) :=
        one_div_lt_one_div_of_lt (by positivity) (by nlinarith [abs_nonneg v, sq_abs v])
      linarith
    · -- at nonzero field, the linear term wins
      have h1 : 1 / (1 + v ^ 2) - p * v ≤
          1 / (1 + (v + 1 / p) ^ 2) - p * (v + 1 / p) := h _
      have e : p * (v + 1 / p) = p * v + 1 := by
        rw [mul_add, mul_one_div_cancel hp]
      have h2 : 0 < 1 / (1 + v ^ 2) := by positivity
      have h3 : 1 / (1 + (v + 1 / p) ^ 2) ≤ 1 := by
        rw [div_le_one (by positivity)]
        linarith [sq_nonneg (v + 1 / p)]
      linarith

end PhaseCoexistence
```

```lean
#print axioms PhaseCoexistence.exists_common_tangent
#print axioms PhaseCoexistence.not_convexOn_of_gap
#print axioms PhaseCoexistence.no_equilibrium_without_growth
```

```
'PhaseCoexistence.exists_common_tangent' depends on axioms: [propext, Classical.choice, Quot.sound]
'PhaseCoexistence.not_convexOn_of_gap' depends on axioms: [propext, Classical.choice, Quot.sound]
'PhaseCoexistence.no_equilibrium_without_growth' depends on axioms: [propext, Classical.choice, Quot.sound]
```
